# Upper and lower bounds, inside the band, on the average of ln(1 + x²/(4t² − E²)) over a uniform site energy x

Let a site energy x be uniformly distributed in [−W/2, W/2] with W > 0, and let the energy E lie inside the band, E² < 4t². Writing D = 4t² − E², the theorem `disorderAverage_bounds` says that the average of ln(1 + x²/D), divided by W², is at most 1/(12D) and at least 1/(12D) − W²/(80D²). The bounds hold for every positive width, not only for weak disorder. The proof sets y = x²/D in the inequalities y − y² ≤ ln(1 + y) ≤ y, integrates them over the window, and evaluates the integrals of x²/D and x⁴/D² exactly.

This version doesn't compile in Lean 4 with Mathlib:

```lean
import Mathlib

open Filter Topology

namespace WeakDisorderLocalization

noncomputable section

/-- The average of `ln(1 + x²/(4t² - E²))` over a site energy `x` uniform in `[-W/2, W/2]`. -/
def disorderAverage (t E W : ℝ) : ℝ :=
  (∫ x in (-(W / 2))..(W / 2), Real.log (1 + x ^ 2 / (4 * t ^ 2 - E ^ 2))) / W

lemma sub_sq_le_log {y : ℝ} (hy : 0 ≤ y) : y - y ^ 2 ≤ Real.log (1 + y) := by
  have h1 : 0 < 1 + y := by linarith
  have h2 := Real.one_sub_inv_le_log_of_pos h1
  have h3 : (1 + y)⁻¹ ≤ 1 - y + y ^ 2 := by
    rw [← one_div, div_le_iff₀ h1]
    nlinarith [pow_nonneg hy 3]
  linarith

/-- For an energy inside the band and every disorder width `W > 0`, the average divided by `W²` is
at most `1/(12(4t² - E²))` and falls below it by at most `W²/(80(4t² - E²)²)`. -/
theorem disorderAverage_bounds {t E W : ℝ} (h : E ^ 2 < 4 * t ^ 2) (hW : 0 < W) :
    1 / (12 * (4 * t ^ 2 - E ^ 2)) - W ^ 2 / (80 * (4 * t ^ 2 - E ^ 2) ^ 2)
        ≤ disorderAverage t E W / W ^ 2 ∧
      disorderAverage t E W / W ^ 2 ≤ 1 / (12 * (4 * t ^ 2 - E ^ 2)) := by
  have hD : 0 < 4 * t ^ 2 - E ^ 2 := by linarith
  unfold disorderAverage
  generalize 4 * t ^ 2 - E ^ 2 = D at hD ⊢
  have hab : -(W / 2) ≤ W / 2 := by linarith
  have hlog : Continuous fun x : ℝ => Real.log (1 + x ^ 2 / D) :=
    Continuous.log (by fun_prop) (fun x => by positivity)
  have h2 : Continuous fun x : ℝ => x ^ 2 / D := by fun_prop
  have h4 : Continuous fun x : ℝ => x ^ 4 / D ^ 2 := by fun_prop
  -- second and fourth moments of the disorder window
  have m2 : ∫ x in (-(W / 2))..(W / 2), x ^ 2 / D = W ^ 3 / (12 * D) := by
    rw [intervalIntegral.integral_div, integral_pow]
    push_cast
    ring
  have m4 : ∫ x in (-(W / 2))..(W / 2), x ^ 4 / D ^ 2 = W ^ 5 / (80 * D ^ 2) := by
    rw [intervalIntegral.integral_div, integral_pow]
    push_cast
    ring
  have up := intervalIntegral.integral_mono_on hab (hlog.intervalIntegrable _ _)
    (h2.intervalIntegrable _ _) (fun x _ => by
      have hp : 0 < 1 + x ^ 2 / D := by positivity
      linarith [Real.log_le_sub_one_of_pos hp])
  have lo := intervalIntegral.integral_mono_on hab
    ((h2.intervalIntegrable _ _).sub (h4.intervalIntegrable _ _))
    (hlog.intervalIntegrable _ _) (fun x _ => by
      have hy : 0 ≤ x ^ 2 / D := by positivity
      calc x ^ 2 / D - x ^ 4 / D ^ 2 = x ^ 2 / D - (x ^ 2 / D) ^ 2 := by ring
        _ ≤ Real.log (1 + x ^ 2 / D) := sub_sq_le_log hy)
  rw [m2] at up
  rw [intervalIntegral.integral_sub (h2.intervalIntegrable _ _) (h4.intervalIntegrable _ _),
    m2, m4] at lo
  rw [div_div]
  constructor
  · rw [le_div_iff₀ (by positivity)]
    refine le_trans (le_of_eq ?_) lo
    ring
  · rw [div_le_iff₀ (by positivity)]
    refine le_trans up (le_of_eq ?_)
    ring

end

end WeakDisorderLocalization
```

Lean reports:

```
Main.lean:45:5: error: typeclass instance problem is stuck
  MeasureTheory.IsLocallyFiniteMeasure ?m.798

Note: Lean will not try to resolve this typeclass instance problem because the fourth type argument to `MeasureTheory.IsLocallyFiniteMeasure` is a metavariable. This argument must be fully determined before Lean will try to resolve the typeclass.

Hint: Adding type annotations and supplying implicit arguments to functions can give Lean more information for typeclass resolution. For example, if you have a variable `x` that you intend to be a `Nat`, but Lean reports it as having an unresolved type like `?m`, replacing `x` with `(x : Nat)` can get typeclass resolution un-stuck.
```

This version goes through:

```diff
@@ -42,17 +42,30 @@
     push_cast
     ring
-  have up := intervalIntegral.integral_mono_on hab (hlog.intervalIntegrable _ _)
-    (h2.intervalIntegrable _ _) (fun x _ => by
-      have hp : 0 < 1 + x ^ 2 / D := by positivity
-      linarith [Real.log_le_sub_one_of_pos hp])
-  have lo := intervalIntegral.integral_mono_on hab
-    ((h2.intervalIntegrable _ _).sub (h4.intervalIntegrable _ _))
-    (hlog.intervalIntegrable _ _) (fun x _ => by
-      have hy : 0 ≤ x ^ 2 / D := by positivity
-      calc x ^ 2 / D - x ^ 4 / D ^ 2 = x ^ 2 / D - (x ^ 2 / D) ^ 2 := by ring
-        _ ≤ Real.log (1 + x ^ 2 / D) := sub_sq_le_log hy)
+  have il : IntervalIntegrable (fun x : ℝ => Real.log (1 + x ^ 2 / D))
+      MeasureTheory.volume (-(W / 2)) (W / 2) := hlog.intervalIntegrable _ _
+  have i2 : IntervalIntegrable (fun x : ℝ => x ^ 2 / D)
+      MeasureTheory.volume (-(W / 2)) (W / 2) := h2.intervalIntegrable _ _
+  have i4 : IntervalIntegrable (fun x : ℝ => x ^ 4 / D ^ 2)
+      MeasureTheory.volume (-(W / 2)) (W / 2) := h4.intervalIntegrable _ _
+  have i24 : IntervalIntegrable (fun x : ℝ => x ^ 2 / D - x ^ 4 / D ^ 2)
+      MeasureTheory.volume (-(W / 2)) (W / 2) := (h2.sub h4).intervalIntegrable _ _
+  -- pointwise bounds on the logarithm, integrated over the window
+  have pu : ∀ x : ℝ, Real.log (1 + x ^ 2 / D) ≤ x ^ 2 / D := by
+    intro x
+    have hp : 0 < 1 + x ^ 2 / D := by positivity
+    linarith [Real.log_le_sub_one_of_pos hp]
+  have pl : ∀ x : ℝ, x ^ 2 / D - x ^ 4 / D ^ 2 ≤ Real.log (1 + x ^ 2 / D) := by
+    intro x
+    have hy : 0 ≤ x ^ 2 / D := by positivity
+    calc x ^ 2 / D - x ^ 4 / D ^ 2 = x ^ 2 / D - (x ^ 2 / D) ^ 2 := by ring
+      _ ≤ Real.log (1 + x ^ 2 / D) := sub_sq_le_log hy
+  have up : (∫ x in (-(W / 2))..(W / 2), Real.log (1 + x ^ 2 / D))
+      ≤ ∫ x in (-(W / 2))..(W / 2), x ^ 2 / D :=
+    intervalIntegral.integral_mono_on hab il i2 (fun x _ => pu x)
+  have lo : (∫ x in (-(W / 2))..(W / 2), (x ^ 2 / D - x ^ 4 / D ^ 2))
+      ≤ ∫ x in (-(W / 2))..(W / 2), Real.log (1 + x ^ 2 / D) :=
+    intervalIntegral.integral_mono_on hab i24 il (fun x _ => pl x)
   rw [m2] at up
-  rw [intervalIntegral.integral_sub (h2.intervalIntegrable _ _) (h4.intervalIntegrable _ _),
-    m2, m4] at lo
+  rw [intervalIntegral.integral_sub i2 i4, m2, m4] at lo
   rw [div_div]
   constructor
```

The error is in `up`, at `h2.intervalIntegrable`. To conclude that a continuous function is integrable on an interval, Lean needs the measure to be locally finite. But `up` was introduced without a stated type, and continuity says nothing about which measure is meant. The measure stayed unknown, and Lean does not search for an `IsLocallyFiniteMeasure` instance for an unknown measure.

The repair names the measure. The facts `il`, `i2`, `i4` and `i24` state integrability with respect to `MeasureTheory.volume`, for which Lean finds the instance. `up` and `lo` now have their inequalities written out, with integrals that are by default over the same measure. `lo` had been written in the same way as `up`, though the message points only to `up`. The later rewrite with `intervalIntegral.integral_sub` uses `i2` and `i4`, so the measure is fixed there too.

Moving the pointwise bounds into `pu` and `pl` is tidying as far as this error goes; their arguments are unchanged.
